# Off its poles, a finite pole-sum self-energy with non-negative strengths has quasiparticle weight in (0, 1]

A one-shot $GW$ calculation often solves the quasiparticle equation $x=\varepsilon+\Sigma(x)$ by a single linearised step from a starting energy $x_0$:

$$x_1=x_0+Z(x_0)\,[\varepsilon+\Sigma(x_0)-x_0],\qquad Z(x)=\frac{1}{1-\Sigma'(x)} .$$

Here $\varepsilon$ is the energy of the level and $\Sigma$ its self-energy. If $0<Z\le 1$, the step has the sign of the residual in brackets and is never longer than it. For a single level whose self-energy is a finite sum of real poles with non-negative strengths, this bound on $Z$ holds at every real energy off the poles.

## The self-energy, the weight and the Green's function

The poles are labelled by a finite set `ι`, which may be empty.

In Lean 4 with Mathlib:

```lean
import Mathlib

open Filter Topology

namespace QuasiparticleWeight

noncomputable section

variable {ι : Type*} [Fintype ι]
```

With a real static part $s$, pole energies $d_j$ and strengths $b_j$, the self-energy is

$$\Sigma(x)=s+\sum_j\frac{b_j}{x-d_j}.$$

```lean
/-- The self-energy with static part `s`, poles `d j` and pole strengths `b j`,
for real frequencies `x` different from every `d j`. -/
def selfEnergy (s : ℝ) (b d : ι → ℝ) (x : ℝ) : ℝ :=
  s + ∑ j, b j / (x - d j)
```

A strength $b_j$ has the dimension of energy squared. It stands for the squared modulus of the coupling between the level and an excited configuration at energy $d_j$, which is the physical reason for the hypothesis `hb`, $b_j\ge 0$. If $\varepsilon$ is a Kohn–Sham energy, the subtraction of the exchange-correlation potential belongs in $s$.

The weight $Z$ is defined through the derivative of $\Sigma$, so the formula for the slope has to be proved.

```lean
/-- The quasiparticle weight `Z = 1 / (1 - Σ'(x))`, for frequencies `x` at which the
self-energy is differentiable with slope different from one. -/
def weight (s : ℝ) (b d : ι → ℝ) (x : ℝ) : ℝ :=
  1 / (1 - deriv (selfEnergy s b d) x)
```

The Green's function of the level is $G(x)=1/(x-\varepsilon-\Sigma(x))$.

```lean
/-- The Green's function `G(x) = 1 / (x - ε - Σ(x))` of a level `ε`, for frequencies `x`
off the poles of the self-energy at which the denominator does not vanish. -/
def greenFunction (ε s : ℝ) (b d : ι → ℝ) (x : ℝ) : ℝ :=
  1 / (x - ε - selfEnergy s b d x)
```

All energies are real and there is no broadening. The step from this model to a material or molecule is the reduction of the matrix Dyson equation, often with a continuum of excitations, to one level and finitely many poles; the hypotheses do not justify that reduction.

## The slope of the self-energy

For $x\ne d_j$, the quotient rule gives

$$\frac{d}{dx}\frac{b_j}{x-d_j}=-\frac{b_j}{(x-d_j)^2},\qquad \Sigma'(x)=-\sum_j\frac{b_j}{(x-d_j)^2}.$$

```lean
/-- Off its poles the self-energy has the slope `-∑ b j / (x - d j) ^ 2`. -/
theorem hasDerivAt_selfEnergy (s : ℝ) (b d : ι → ℝ) {x : ℝ} (hx : ∀ j, x ≠ d j) :
    HasDerivAt (selfEnergy s b d) (-∑ j, b j / (x - d j) ^ 2) x := by
  -- each pole term is differentiated separately
  have h : ∀ j ∈ Finset.univ,
      HasDerivAt (fun y : ℝ => b j / (y - d j)) (-(b j / (x - d j) ^ 2)) x := by
    intro j _
    have h0 : x - d j ≠ 0 := sub_ne_zero.mpr (hx j)
    have h1 := (hasDerivAt_const x (b j)).fun_div ((hasDerivAt_id' x).sub_const (d j)) h0
    exact h1.congr_deriv (by ring)
  have h2 := (HasDerivAt.fun_sum h).const_add s
  rw [Finset.sum_neg_distrib] at h2
  exact h2
```

The hypothesis `hx` keeps $x$ away from every listed $d_j$, including any with $b_j=0$. `HasDerivAt` says both that the derivative exists and what its value is. In the proof, `h` differentiates one term, `HasDerivAt.fun_sum` adds the terms, and `const_add` puts back $s$. No sign of $b_j$ is needed yet.

Write $S=\sum_j b_j/(x-d_j)^2$. Inserting the slope into the definition of $Z$ gives $Z=1/(1+S)$.

```lean
/-- Off the poles the quasiparticle weight is `1 / (1 + ∑ b j / (x - d j) ^ 2)`. -/
theorem weight_eq (s : ℝ) (b d : ι → ℝ) {x : ℝ} (hx : ∀ j, x ≠ d j) :
    weight s b d x = 1 / (1 + ∑ j, b j / (x - d j) ^ 2) := by
  rw [weight, (hasDerivAt_selfEnergy s b d hx).deriv, sub_neg_eq_add]
```

## Bounds on the weight

If all $b_j\ge 0$, then $S\ge 0$. Hence $\Sigma'(x)=-S\le 0$ and $1+S\ge 1$, so $0<Z\le 1$. Moreover, $Z=1$ means $S=0$. A sum of non-negative terms vanishes only if each term does, and since $(x-d_j)^2\ne 0$, every $b_j$ is then zero. Conversely, if all $b_j=0$, then $S=0$ and $Z=1$.

```lean
/-- For non-negative pole strengths and a frequency off the poles, the self-energy is
differentiable with non-positive slope, and the quasiparticle weight lies in `(0, 1]`;
it equals one exactly when all pole strengths vanish. -/
theorem slope_and_weight (s : ℝ) (b d : ι → ℝ) {x : ℝ} (hb : ∀ j, 0 ≤ b j)
    (hx : ∀ j, x ≠ d j) :
    DifferentiableAt ℝ (selfEnergy s b d) x ∧ deriv (selfEnergy s b d) x ≤ 0 ∧
      0 < weight s b d x ∧ weight s b d x ≤ 1 ∧
      (weight s b d x = 1 ↔ ∀ j, b j = 0) := by
  have hD := hasDerivAt_selfEnergy s b d hx
  have hterm : ∀ j ∈ Finset.univ, 0 ≤ b j / (x - d j) ^ 2 :=
    fun j _ => div_nonneg (hb j) (sq_nonneg _)
  have hS : 0 ≤ ∑ j, b j / (x - d j) ^ 2 := Finset.sum_nonneg hterm
  have hpos : 0 < 1 + ∑ j, b j / (x - d j) ^ 2 := by linarith
  refine ⟨hD.differentiableAt, ?_, ?_, ?_, ?_⟩
  · rw [hD.deriv]
    linarith
  · rw [weight_eq s b d hx]
    exact one_div_pos.mpr hpos
  · rw [weight_eq s b d hx, div_le_iff₀ hpos]
    linarith
  · rw [weight_eq s b d hx, div_eq_iff hpos.ne']
    constructor
    · -- a vanishing sum of non-negative terms vanishes term by term
      intro h j
      have h0 : ∑ j, b j / (x - d j) ^ 2 = 0 := by linarith
      have hj := (Finset.sum_eq_zero_iff_of_nonneg hterm).mp h0 j (Finset.mem_univ j)
      have hne : (x - d j) ^ 2 ≠ 0 := pow_ne_zero 2 (sub_ne_zero.mpr (hx j))
      exact (div_eq_zero_iff.mp hj).resolve_right hne
    · intro h
      simp [h]
```

The conclusion lists differentiability, the sign of the slope, the two bounds and the equality case. Differentiability is included because `deriv` returns zero where no derivative exists, so a statement about `deriv` alone would say less. `hterm` and `hS` are the non-negativity of the terms and of $S$; `Finset.sum_eq_zero_iff_of_nonneg` is the term-by-term argument.

## The weight as a residue

Let $E=\varepsilon+\Sigma(E)$ be a quasiparticle energy off the poles of $\Sigma$, and set $D(x)=x-\varepsilon-\Sigma(x)$. Then $D(E)=0$ and $D'(E)=1-\Sigma'(E)\ge 1$, so

$$(x-E)\,G(x)=\frac{x-E}{D(x)-D(E)}\;\longrightarrow\;\frac{1}{D'(E)}=Z(E)\qquad(x\to E,\ x\neq E).$$

```lean
/-- At a solution `E = ε + Σ(E)` of the quasiparticle equation off the poles of a
self-energy with non-negative pole strengths, the residue of the Green's function is
the quasiparticle weight. -/
theorem residue_greenFunction (ε s : ℝ) (b d : ι → ℝ) {E : ℝ} (hb : ∀ j, 0 ≤ b j)
    (hE : ∀ j, E ≠ d j) (hroot : E = ε + selfEnergy s b d E) :
    Tendsto (fun x => (x - E) * greenFunction ε s b d x) (𝓝[≠] E)
      (𝓝 (weight s b d E)) := by
  obtain ⟨hdiff, hslope, -⟩ := slope_and_weight s b d hb hE
  have hF : HasDerivAt (fun x => x - ε - selfEnergy s b d x)
      (1 - deriv (selfEnergy s b d) E) E :=
    ((hasDerivAt_id' E).sub_const ε).fun_sub hdiff.hasDerivAt
  have hne : 1 - deriv (selfEnergy s b d) E ≠ 0 := by linarith
  have hzero : E - ε - selfEnergy s b d E = 0 := by linarith
  -- the inverse difference quotient of the denominator is `(x - E) G(x)`
  have hlim := (hasDerivAt_iff_tendsto_slope.mp hF).inv₀ hne
  rw [weight, one_div]
  refine hlim.congr fun x => ?_
  rw [slope_def_field, hzero, sub_zero, inv_div, greenFunction, mul_one_div]
```

The filter `𝓝[≠] E` expresses the limit $x\to E$ with $x\ne E$, taken along the real axis. `hF` is the derivative of $D$, `hasDerivAt_iff_tendsto_slope` turns it into a limit of difference quotients, and `inv₀` inverts that limit. The word `slope` in these Mathlib names means the difference quotient, not $\Sigma'$.

## A lower bound from the distance to the poles

Suppose $|x-d_j|\ge g>0$ for all $j$. Then $g^2 b_j/(x-d_j)^2\le b_j$, and summing gives $g^2S\le B$ with $B=\sum_j b_j$. Therefore

$$Z=\frac{g^2}{g^2+g^2S}\ge\frac{g^2}{g^2+B}.$$

```lean
/-- If the pole strengths are non-negative and every pole is at least `g > 0` away from
the frequency, the quasiparticle weight is at least `g ^ 2 / (g ^ 2 + ∑ b j)`. -/
theorem weight_lower_bound (s : ℝ) (b d : ι → ℝ) {x g : ℝ} (hb : ∀ j, 0 ≤ b j)
    (hg : 0 < g) (hgap : ∀ j, g ≤ |x - d j|) :
    g ^ 2 / (g ^ 2 + ∑ j, b j) ≤ weight s b d x := by
  have hx : ∀ j, x ≠ d j := fun j =>
    sub_ne_zero.mp (abs_pos.mp (lt_of_lt_of_le hg (hgap j)))
  have hB : 0 ≤ ∑ j, b j := Finset.sum_nonneg fun j _ => hb j
  have hS : 0 ≤ ∑ j, b j / (x - d j) ^ 2 :=
    Finset.sum_nonneg fun j _ => div_nonneg (hb j) (sq_nonneg _)
  have hg2 : 0 < g ^ 2 := pow_pos hg 2
  -- each pole contributes at most `b j / g ^ 2` to the sum `∑ b j / (x - d j) ^ 2`
  have hle : g ^ 2 * ∑ j, b j / (x - d j) ^ 2 ≤ ∑ j, b j := by
    rw [Finset.mul_sum]
    refine Finset.sum_le_sum fun j _ => ?_
    have h1 : g ^ 2 ≤ (x - d j) ^ 2 := by
      have h := pow_le_pow_left₀ hg.le (hgap j) 2
      rwa [sq_abs] at h
    rw [← mul_div_assoc, div_le_iff₀ (lt_of_lt_of_le hg2 h1)]
    nlinarith [mul_le_mul_of_nonneg_left h1 (hb j)]
  rw [weight_eq s b d hx, div_le_div_iff₀ (by linarith) (by linarith)]
  linarith
```

The step `hle` is the inequality $g^2S\le B$; `div_le_div_iff₀` then clears the two positive denominators. Together, `hg` and `hgap` imply that $x$ is off the poles.

If every distance equals $g$, then $S=B/g^2$ and the bound becomes an equality, so it cannot be improved using only $g$ and $B$.

```lean
/-- If the pole strengths are non-negative and every pole is at distance exactly `g > 0`
from the frequency, the quasiparticle weight equals `g ^ 2 / (g ^ 2 + ∑ b j)`. -/
theorem weight_of_equidistant (s : ℝ) (b d : ι → ℝ) {x g : ℝ} (hb : ∀ j, 0 ≤ b j)
    (hg : 0 < g) (hgap : ∀ j, |x - d j| = g) :
    weight s b d x = g ^ 2 / (g ^ 2 + ∑ j, b j) := by
  have hx : ∀ j, x ≠ d j := fun j =>
    sub_ne_zero.mp (abs_pos.mp (by rw [hgap j]; exact hg))
  have hB : 0 ≤ ∑ j, b j := Finset.sum_nonneg fun j _ => hb j
  have hg2 : 0 < g ^ 2 := pow_pos hg 2
  have hS : ∑ j, b j / (x - d j) ^ 2 = (∑ j, b j) / g ^ 2 := by
    rw [Finset.sum_div]
    refine Finset.sum_congr rfl fun j _ => ?_
    rw [← sq_abs (x - d j), hgap j]
  have hq : 0 ≤ (∑ j, b j) / g ^ 2 := div_nonneg hB hg2.le
  have hc : g ^ 2 * ((∑ j, b j) / g ^ 2) = ∑ j, b j := mul_div_cancel₀ _ hg2.ne'
  have h1 : 0 < 1 + (∑ j, b j) / g ^ 2 := by linarith
  have h2 : 0 < g ^ 2 + ∑ j, b j := by linarith
  rw [weight_eq s b d hx, hS, div_eq_div_iff h1.ne' h2.ne']
  linear_combination -hc
```

## At most one solution between neighbouring poles

Let $x$ and $y$ both solve the quasiparticle equation and lie on the same side of every pole, that is, $(x-d_j)(y-d_j)>0$ for all $j$. From

$$\frac{1}{x-d_j}-\frac{1}{y-d_j}=-\frac{x-y}{(x-d_j)(y-d_j)}$$

and the difference of the two equations,

$$(x-y)(1+T)=0,\qquad T=\sum_j\frac{b_j}{(x-d_j)(y-d_j)}\ge 0 .$$

Since $1+T>0$, it follows that $x=y$.

```lean
/-- For non-negative pole strengths, two solutions of the quasiparticle equation that lie
on the same side of every pole of the self-energy coincide. -/
theorem root_unique_between_poles (ε s : ℝ) (b d : ι → ℝ) {x y : ℝ} (hb : ∀ j, 0 ≤ b j)
    (hside : ∀ j, 0 < (x - d j) * (y - d j))
    (hx : x = ε + selfEnergy s b d x) (hy : y = ε + selfEnergy s b d y) : x = y := by
  have hT : 0 ≤ ∑ j, b j / ((x - d j) * (y - d j)) :=
    Finset.sum_nonneg fun j _ => div_nonneg (hb j) (hside j).le
  -- the finite-difference form of the slope formula
  have key : ∑ j, b j / (x - d j) - ∑ j, b j / (y - d j)
      = -(x - y) * ∑ j, b j / ((x - d j) * (y - d j)) := by
    rw [← Finset.sum_sub_distrib, Finset.mul_sum]
    refine Finset.sum_congr rfl fun j _ => ?_
    rw [div_sub_div _ _ (left_ne_zero_of_mul (hside j).ne')
      (right_ne_zero_of_mul (hside j).ne')]
    ring
  unfold selfEnergy at hx hy
  have hprod : (x - y) * (1 + ∑ j, b j / ((x - d j) * (y - d j))) = 0 := by
    linear_combination hx - hy + key
  rcases mul_eq_zero.mp hprod with h | h
  · exact sub_eq_zero.mp h
  · linarith

end

end QuasiparticleWeight
```

Here `key` is the summed difference identity and `hprod` the factorised equation. The theorem gives uniqueness, not existence, of a solution in such an interval.

```lean
#print axioms QuasiparticleWeight.slope_and_weight
#print axioms QuasiparticleWeight.residue_greenFunction
#print axioms QuasiparticleWeight.weight_of_equidistant
#print axioms QuasiparticleWeight.root_unique_between_poles
```

```
'QuasiparticleWeight.slope_and_weight' depends on axioms: [propext, Classical.choice, Quot.sound]
'QuasiparticleWeight.residue_greenFunction' depends on axioms: [propext, Classical.choice, Quot.sound]
'QuasiparticleWeight.weight_of_equidistant' depends on axioms: [propext, Classical.choice, Quot.sound]
'QuasiparticleWeight.root_unique_between_poles' depends on axioms: [propext, Classical.choice, Quot.sound]
```

## Two poles in numbers

In units where energies are pure numbers, take $\varepsilon=0$, $s=\tfrac12$, poles $d_1=-2$, $d_2=4$ and strengths $b_1=1$, $b_2=4$. At $x=0$,

$$\Sigma(0)=\tfrac12+\tfrac12-1=0,\qquad \Sigma'(0)=-\tfrac14-\tfrac{4}{16}=-\tfrac12,\qquad Z=\tfrac23 .$$

So $E=0$ is a quasiparticle energy with residue $\tfrac23$. The nearest pole is at distance $g=2$, and the lower bound is $4/(4+5)=\tfrac49$. Moving the second pole to $d_2=2$ makes both distances equal to 2, and the weight at $x=0$ drops to $1/(1+\tfrac14+1)=\tfrac49$, exactly the bound.

With the original poles, clearing denominators in $x=\Sigma(x)$ gives $x\,(x^2-\tfrac52x-12)=0$. The solutions are $x\approx-2.43$, $0$ and $4.93$: one below both poles, one between them and one above.
